# The width of a potential well from its oscillation periods, by Abel inversion

The period of a particle oscillating at energy $E$ collects time from every height of the well below $E$. A table of periods therefore doesn't show directly how wide the well is at a given height. In a harmonic well the period is even the same at every energy, while the width keeps growing. To get the width, the contributions of the different heights have to be separated, and a second integration with a matching weight does this.

## The weight that makes the inner integral constant

Let $f$ be integrable on $[0,U]$, for instance continuous, and define its Abel transform (the integral converges for almost every $E$, and for every $E$ if $f$ is continuous)

$$g(E)=\int_0^E \frac{f(V)}{\sqrt{E-V}}\,dV .$$

The claim is that

$$\int_0^U \frac{g(E)}{\sqrt{U-E}}\,dE=\pi\int_0^U f(V)\,dV .$$

First fix $V<U$ and put $y=\dfrac{2E-(V+U)}{U-V}$, which runs from $-1$ to $1$ as $E$ runs from $V$ to $U$. Then

$$1-y^2=\frac{4(E-V)(U-E)}{(U-V)^2},\qquad \frac{d}{dE}\arcsin y=\frac{2/(U-V)}{\sqrt{1-y^2}}=\frac{1}{\sqrt{E-V}\sqrt{U-E}} ,$$

so that

$$\int_V^U\frac{dE}{\sqrt{E-V}\sqrt{U-E}}=\frac{\pi}{2}-\left(-\frac{\pi}{2}\right)=\pi ,$$

whatever $V$ and $U$ are. Now exchange the order of integration over the triangle $0<V<E<U$:

$$\int_0^U\!\!\int_0^E\frac{f(V)\,dV\,dE}{\sqrt{E-V}\sqrt{U-E}}=\int_0^U f(V)\int_V^U\frac{dE}{\sqrt{E-V}\sqrt{U-E}}\,dV=\pi\int_0^U f(V)\,dV .$$

The exchange is allowed because the same calculation with $|f|$ gives the finite value $\pi\int_0^U|f|$. If $f$ is continuous, replacing $U$ by a variable upper limit, differentiating and dividing by $\pi$ returns $f$ itself.

## From periods to widths

Consider a one-dimensional well with a single lowest point, at zero energy, and one turning point on each side at every height above it, up to the highest energy $U$ considered. Let $w(V)$ be the separation of the turning points at height $V$. Between $V$ and $V+dV$ the two walls together contribute a path $w'(V)\,dV$. A particle of mass $m$ covers it twice per period, at speed $\sqrt{2(E-V)/m}$, so the period is

$$T(E)=\int_0^E\frac{2w'(V)\,dV}{\sqrt{2(E-V)/m}}=\sqrt{2m}\int_0^E\frac{w'(V)}{\sqrt{E-V}}\,dV .$$

This is $\sqrt{2m}$ times the Abel transform of $w'$, and the double integral gives

$$w(U)-w(0)=\frac{1}{\pi\sqrt{2m}}\int_0^U\frac{T(E)}{\sqrt{U-E}}\,dE .$$

For $V=\tfrac12kx^2$ the width is $w=2\sqrt{2V/k}$, with $w'=\sqrt{2/k}/\sqrt V$. The kernel integral from $0$ to $E$ then gives $T=\sqrt{2m}\,\sqrt{2/k}\;\pi=2\pi\sqrt{m/k}$. Here $w'$ diverges at the bottom, which is why $f$ should be allowed to be integrable and not only continuous.

In semiclassical quantization $T=h\,dn/dE$, with $h$ Planck's constant and $n$ the vibrational quantum number, so the level spacings of a one-dimensional well can serve as input, once they are interpolated between the levels and extrapolated from the lowest level down to the bottom of the well. The width fixes only the distance between the turning points. The Rydberg-Klein-Rees procedure for a diatomic molecule, where $m$ is the reduced mass, also uses rotational constants to locate each of them.

## The transform and the period as definitions

```lean
import Mathlib

open MeasureTheory Set Filter
open scoped Real Topology

namespace AbelRKR

noncomputable section

/-- The Abel transform of `f` at energy `E ≥ 0`: the integral of `f V / √(E - V)` over
`0 < V < E`. The denominator vanishes only at the endpoint `V = E`. -/
def abelTransform (f : ℝ → ℝ) (E : ℝ) : ℝ :=
  ∫ V in (0 : ℝ)..E, f V / √(E - V)
```

`abelTransform f E` is $g(E)$, with energies and potential values as real numbers.

```lean
/-- The period at energy `E > 0` of a particle of mass `m > 0` in a well with a single lowest point,
at zero energy, and a continuous turning-point separation with integrable derivative `w'` in `V`:
twice the path element `w' V dV` divided by the speed, which vanishes only at `V = E`. -/
def orbitPeriod (m : ℝ) (w' : ℝ → ℝ) (E : ℝ) : ℝ :=
  ∫ V in (0 : ℝ)..E, 2 * w' V / √(2 * (E - V) / m)
```

The physics enters through `orbitPeriod`: the period is defined by the travel-time integral and not derived from an equation of motion. The argument `w'` is an arbitrary function, which later theorems tie to a width. A single lowest point means $w(0)=0$. This excludes a flat floor of positive width, whose crossing time the integral doesn't contain.

## The arcsine kernel

```lean
/-- For `V < U` the product of the two inverse square roots is integrable between `V` and `U`,
and its integral is `π`, whatever the two energies. -/
theorem kernel_integral {V U : ℝ} (h : V < U) :
    IntervalIntegrable (fun E => 1 / (√(E - V) * √(U - E))) volume V U ∧
      ∫ E in V..U, 1 / (√(E - V) * √(U - E)) = π := by
  have hd : 0 < U - V := sub_pos.2 h
  have hd0 : U - V ≠ 0 := hd.ne'
  have hc : ContinuousOn (fun x => Real.arcsin ((2 * x - (V + U)) / (U - V))) (Icc V U) :=
    (Real.continuous_arcsin.comp (by fun_prop)).continuousOn
  -- the antiderivative is an arcsine
  have hder : ∀ E ∈ Ioo V U,
      HasDerivAt (fun x => Real.arcsin ((2 * x - (V + U)) / (U - V)))
        (1 / (√(E - V) * √(U - E))) E := by
    intro E hE
    have h1 : 0 < E - V := sub_pos.2 hE.1
    have h2 : 0 < U - E := sub_pos.2 hE.2
    have ha : √(E - V) ≠ 0 := (Real.sqrt_pos.2 h1).ne'
    have hb : √(U - E) ≠ 0 := (Real.sqrt_pos.2 h2).ne'
    have hy : HasDerivAt (fun x => (2 * x - (V + U)) / (U - V)) (2 / (U - V)) E :=
      ((((hasDerivAt_id' E).const_mul (2 : ℝ)).sub_const (V + U)).div_const
        (U - V)).congr_deriv (by ring)
    have n1 : (2 * E - (V + U)) / (U - V) ≠ -1 := by
      intro q
      rw [div_eq_iff hd0] at q
      linarith
    have n2 : (2 * E - (V + U)) / (U - V) ≠ 1 := by
      intro q
      rw [div_eq_iff hd0] at q
      linarith
    have e : 1 - ((2 * E - (V + U)) / (U - V)) ^ 2
        = (2 * (√(E - V) * √(U - E)) / (U - V)) ^ 2 := by
      rw [div_pow, div_pow, mul_pow, mul_pow, Real.sq_sqrt h1.le, Real.sq_sqrt h2.le]
      field_simp
      ring
    refine ((Real.hasDerivAt_arcsin n1 n2).comp E hy).congr_deriv ?_
    rw [e, Real.sqrt_sq (by positivity)]
    field_simp
  have hi : IntervalIntegrable (fun E => 1 / (√(E - V) * √(U - E))) volume V U :=
    (intervalIntegrable_iff_integrableOn_Ioc_of_le h.le).2
      (intervalIntegral.integrableOn_deriv_of_nonneg hc hder fun E _ => by positivity)
  refine ⟨hi, ?_⟩
  rw [intervalIntegral.integral_eq_sub_of_hasDerivAt_of_le h.le hc hder hi,
    show (2 * U - (V + U)) / (U - V) = 1 from (div_eq_iff hd0).2 (by ring),
    show (2 * V - (V + U)) / (U - V) = -1 from (div_eq_iff hd0).2 (by ring),
    Real.arcsin_neg, Real.arcsin_one]
  ring
```

The theorem states integrability and the value $\pi$ separately. In the proof, `hder` is the differentiation of $\arcsin y$, and `e` is the formula for $1-y^2$. Since the antiderivative is continuous up to the endpoints and its derivative is nonnegative, `integrableOn_deriv_of_nonneg` gives integrability despite the two singularities. The fundamental theorem of calculus then evaluates the integral.

## Exchanging the order of integration

```lean
/-- Abel's double integral: for `f` integrable on `[0, U]`, integrating its Abel transform
against `1 / √(U - E)` gives `π` times the integral of `f`. -/
theorem abel_double_integral {f : ℝ → ℝ} {U : ℝ} (hU : 0 ≤ U)
    (hf : IntervalIntegrable f volume 0 U) :
    ∫ E in (0 : ℝ)..U, abelTransform f E / √(U - E) = π * ∫ V in (0 : ℝ)..U, f V := by
  have hfi : Integrable f (volume.restrict (Ioo 0 U)) :=
    ((intervalIntegrable_iff_integrableOn_Ioc_of_le hU).1 hf).mono_set Ioo_subset_Ioc_self
  -- the kernel vanishes outside the triangle V < E
  have hz : ∀ E V : ℝ, E ≤ V → 1 / (√(E - V) * √(U - E)) = 0 := by
    intro E V h
    rw [Real.sqrt_eq_zero_of_nonpos (show E - V ≤ 0 by linarith)]
    simp
  have hK : ∀ V ∈ Ioo 0 U,
      IntegrableOn (fun E => 1 / (√(E - V) * √(U - E))) (Ioo 0 U) ∧
        ∫ E in Ioo 0 U, 1 / (√(E - V) * √(U - E)) = π := by
    intro V hV
    obtain ⟨hi, hv⟩ := kernel_integral hV.2
    have hz' : ∀ E ∈ Ioo 0 U \ Ioo V U, 1 / (√(E - V) * √(U - E)) = 0 := fun E hE =>
      hz E V (not_lt.1 fun q => hE.2 ⟨q, hE.1.2⟩)
    have hi' := ((intervalIntegrable_iff_integrableOn_Ioc_of_le hV.2.le).1 hi).mono_set
      Ioo_subset_Ioc_self
    refine ⟨hi'.of_forall_sdiff_eq_zero measurableSet_Ioo hz', ?_⟩
    rw [MeasureTheory.setIntegral_eq_of_subset_of_forall_sdiff_eq_zero measurableSet_Ioo
      (Ioo_subset_Ioo_left hV.1.le) hz', ← integral_Ioc_eq_integral_Ioo,
      ← intervalIntegral.integral_of_le hV.2.le, hv]
  have hae : ∀ᵐ V ∂(volume.restrict (Ioo 0 U)), V ∈ Ioo 0 U := ae_restrict_mem measurableSet_Ioo
  -- Tonelli: the integrand is integrable on the square
  have hint : Integrable (Function.uncurry fun E V => f V * (1 / (√(E - V) * √(U - E))))
      ((volume.restrict (Ioo 0 U)).prod (volume.restrict (Ioo 0 U))) := by
    have hc : Continuous fun z : ℝ × ℝ => √(z.1 - z.2) * √(U - z.1) := by fun_prop
    have hm : Measurable fun z : ℝ × ℝ => 1 / (√(z.1 - z.2) * √(U - z.1)) :=
      measurable_const.div hc.measurable
    refine (integrable_prod_iff'
      (hfi.aestronglyMeasurable.comp_snd.mul hm.aestronglyMeasurable)).2 ⟨?_, ?_⟩
    · filter_upwards [hae] with V hV
      exact Integrable.const_mul (hK V hV).1 (f V)
    · refine (hfi.norm.mul_const π).congr ?_
      filter_upwards [hae] with V hV
      have hn : ∀ E, ‖f V * (1 / (√(E - V) * √(U - E)))‖
          = ‖f V‖ * (1 / (√(E - V) * √(U - E))) := by
        intro E
        rw [norm_mul]
        congr 1
        exact Real.norm_of_nonneg (by positivity)
      change ‖f V‖ * π = ∫ E in Ioo 0 U, ‖f V * (1 / (√(E - V) * √(U - E)))‖
      simp_rw [hn]
      rw [integral_const_mul, (hK V hV).2]
  calc ∫ E in (0 : ℝ)..U, abelTransform f E / √(U - E)
      = ∫ E in Ioo 0 U, ∫ V in Ioo 0 U, f V * (1 / (√(E - V) * √(U - E))) := by
        rw [intervalIntegral.integral_of_le hU, integral_Ioc_eq_integral_Ioo]
        refine setIntegral_congr_fun measurableSet_Ioo fun E hE => ?_
        have hz' : ∀ V ∈ Ioo 0 U \ Ioo 0 E, f V * (1 / (√(E - V) * √(U - E))) = 0 := by
          intro V hV
          rw [hz E V (not_lt.1 fun q => hV.2 ⟨hV.1.1, q⟩), mul_zero]
        change abelTransform f E / √(U - E) = _
        rw [MeasureTheory.setIntegral_eq_of_subset_of_forall_sdiff_eq_zero measurableSet_Ioo
          (Ioo_subset_Ioo_right hE.2.le) hz', abelTransform,
          intervalIntegral.integral_of_le hE.1.le, integral_Ioc_eq_integral_Ioo, ← integral_div]
        refine setIntegral_congr_fun measurableSet_Ioo fun V _ => ?_
        change f V / √(E - V) / √(U - E) = f V * (1 / (√(E - V) * √(U - E)))
        rw [div_div, mul_one_div]
    _ = ∫ V in Ioo 0 U, ∫ E in Ioo 0 U, f V * (1 / (√(E - V) * √(U - E))) :=
        integral_integral_swap hint
    _ = ∫ V in Ioo 0 U, π * f V := by
        refine setIntegral_congr_fun measurableSet_Ioo fun V hV => ?_
        rw [integral_const_mul, (hK V hV).2, mul_comm]
    _ = π * ∫ V in (0 : ℝ)..U, f V := by
        rw [integral_const_mul, intervalIntegral.integral_of_le hU, integral_Ioc_eq_integral_Ioo]
```

The hypothesis `IntervalIntegrable f volume 0 U` says that $f$ is integrable on the interval, and $U=0$ is allowed. The proof replaces the triangle by the square $(0,U)\times(0,U)$, so that both integrals have fixed limits. This works because Lean sets the square root of a negative number and the quotient $1/0$ to zero, so the kernel vanishes for $E\le V$ (`hz`). `hK` carries the value $\pi$ over to the larger range, and the final `calc` follows the exchange by hand.

The device that licenses the exchange is `integrable_prod_iff'`. For a measurable function of two variables, it reduces integrability on the product to two conditions:

- for almost every value of the second variable, the function is integrable in the first;
- the integral of its norm over the first variable is integrable in the second.

Here the first variable is $E$ and the second is $V$. The inner integral of the norm is therefore exactly $\pi|f(V)|$, whose integrability follows from that of $f$. The unprimed version, `integrable_prod_iff`, takes the variables in the other order and would ask for the integrability of the weighted Abel transform of $|f|$, which is not yet known at that point. With `hint` established, `integral_integral_swap` does the exchange.

## Recovering the function

```lean
/-- Abel inversion: a function continuous on `[0, U]` is recovered at each interior energy `u` by
differentiating `1 / π` times the integral of its Abel transform against `1 / √(x - E)`. -/
theorem abel_inversion {f : ℝ → ℝ} {U u : ℝ} (hf : ContinuousOn f (Icc 0 U))
    (hu : u ∈ Ioo 0 U) :
    HasDerivAt (fun x => 1 / π * ∫ E in (0 : ℝ)..x, abelTransform f E / √(x - E)) (f u) u := by
  have hi : ∀ x ∈ Ioo 0 U, IntervalIntegrable f volume 0 x := fun x hx =>
    (hf.mono (Icc_subset_Icc_right hx.2.le)).intervalIntegrable_of_Icc hx.1.le
  have hd : HasDerivAt (fun x => ∫ V in (0 : ℝ)..x, f V) (f u) u :=
    intervalIntegral.integral_hasDerivAt_right (hi u hu)
      ((hf.mono Ioo_subset_Icc_self).stronglyMeasurableAtFilter isOpen_Ioo u hu)
      (hf.continuousAt (Icc_mem_nhds hu.1 hu.2))
  refine hd.congr_of_eventuallyEq ?_
  filter_upwards [Ioo_mem_nhds hu.1 hu.2] with x hx
  rw [abel_double_integral hx.1.le (hi x hx), ← mul_assoc, one_div_mul_cancel Real.pi_ne_zero,
    one_mul]
```

For $f$ continuous on $[0,U]$ and $u$ strictly inside, the derivative at $u$ of the weighted integral, divided by $\pi$, is $f(u)$. Near $u$ the double-integral theorem turns the expression into $\int_0^x f$, and `hd` is the fundamental theorem of calculus. The derivative $w'$ of the harmonic width diverges at $V=0$, so this theorem doesn't cover it. The width formula below rests on the double integral instead, which needs only integrability.

```lean
/-- Two functions continuous on `[0, U]` whose Abel transforms agree at all energies between
`0` and `U` agree at all these energies. -/
theorem abelTransform_injective {f g : ℝ → ℝ} {U : ℝ} (hf : ContinuousOn f (Icc 0 U))
    (hg : ContinuousOn g (Icc 0 U))
    (h : ∀ E ∈ Ioo 0 U, abelTransform f E = abelTransform g E) : EqOn f g (Ioo 0 U) := by
  intro u hu
  refine (abel_inversion hf hu).unique ((abel_inversion hg hu).congr_of_eventuallyEq ?_)
  filter_upwards [Ioo_mem_nhds hu.1 hu.2] with x hx
  congr 1
  refine intervalIntegral.integral_congr fun E hE => ?_
  rw [uIcc_of_le hx.1.le] at hE
  rcases hE.1.eq_or_lt with h0 | h0
  · simp [← h0, abelTransform]
  · rw [h E ⟨h0, hE.2.trans_lt hx.2⟩]
```

For functions continuous on $[0,U]$, equal transforms on $(0,U)$ thus force equal values there: both functions are the derivative of the same expression, and derivatives are unique.

## The width formula and the harmonic well

```lean
/-- For positive mass the orbit period is `√(2m)` times the Abel transform of the derivative
of the turning-point separation. -/
theorem orbitPeriod_eq {m : ℝ} (hm : 0 < m) (w' : ℝ → ℝ) (E : ℝ) :
    orbitPeriod m w' E = √(2 * m) * abelTransform w' E := by
  have hs0 : √(2 * m) ≠ 0 := (Real.sqrt_pos.2 (by positivity)).ne'
  have hs : √(2 * m) * √(2 * m) = 2 * m := Real.mul_self_sqrt (by positivity)
  rw [orbitPeriod, abelTransform, ← intervalIntegral.integral_const_mul]
  refine intervalIntegral.integral_congr fun V _ => ?_
  have e : 2 * (E - V) / m = 2 * m * (E - V) / m ^ 2 := by field_simp
  have hr : √(2 * (E - V) / m) = √(2 * m) * √(E - V) / m := by
    rw [e, Real.sqrt_div' _ (sq_nonneg m), Real.sqrt_sq hm.le,
      Real.sqrt_mul (show 0 ≤ 2 * m by positivity)]
  calc 2 * w' V / √(2 * (E - V) / m)
      = 2 * m * w' V / (√(2 * m) * √(E - V)) := by
        rw [hr, div_div_eq_mul_div]
        ring
    _ = √(2 * m) * √(2 * m) * w' V / (√(2 * m) * √(E - V)) := by rw [hs]
    _ = √(2 * m) * (w' V / √(E - V)) := by
        rw [mul_assoc, mul_div_mul_left _ _ hs0, mul_div_assoc]
```

The two integrands are equal point by point, because $2/\sqrt{2/m}=\sqrt{2m}$. No condition on `w'` is needed.

```lean
/-- The Rydberg-Klein-Rees width formula: for positive mass and a turning-point separation `w`
continuous on `[0, U]` with integrable derivative `w'`, the growth `w U - w 0` of the width is
`1 / (π √(2m))` times the integral of `orbitPeriod m w' E / √(U - E)` over `0 < E < U`. -/
theorem rkr_width {m U : ℝ} {w w' : ℝ → ℝ} (hm : 0 < m) (hU : 0 ≤ U)
    (hw : ContinuousOn w (Icc 0 U)) (hd : ∀ V ∈ Ioo 0 U, HasDerivAt w (w' V) V)
    (hi : IntervalIntegrable w' volume 0 U) :
    w U - w 0 = 1 / (π * √(2 * m)) * ∫ E in (0 : ℝ)..U, orbitPeriod m w' E / √(U - E) := by
  have hs0 : √(2 * m) ≠ 0 := (Real.sqrt_pos.2 (by positivity)).ne'
  simp_rw [orbitPeriod_eq hm, mul_div_assoc]
  rw [intervalIntegral.integral_const_mul, abel_double_integral hU hi,
    intervalIntegral.integral_eq_sub_of_hasDerivAt_of_le hU hw hd hi]
  generalize √(2 * m) = s at hs0 ⊢
  field_simp
```

The width must be continuous on $[0,U]$, with derivative `w'` inside and `w'` integrable. The proof pulls out $\sqrt{2m}$, applies the double integral and evaluates $\int_0^U w'$ as $w(U)-w(0)$. The periods enter as a function of continuous energy, not as a finite list of levels.

```lean
/-- For the width `2 √(2V/k)` of a harmonic well with force constant `k > 0`, the orbit period of a
particle of mass `m > 0` is `2π √(m/k)` at every energy `E > 0`. -/
theorem orbitPeriod_harmonic {m k E : ℝ} (hm : 0 < m) (hk : 0 < k) (hE : 0 < E) :
    orbitPeriod m (deriv fun V => 2 * √(2 * V / k)) E = 2 * π * √(m / k) := by
  have hw : (fun V : ℝ => 2 * √(2 * V / k)) = fun V => 2 * √(2 / k) * √V := by
    funext V
    rw [show 2 * V / k = 2 / k * V by ring, Real.sqrt_mul (show 0 ≤ 2 / k by positivity),
      mul_assoc]
  have ht : abelTransform (deriv fun V => 2 * √(2 * V / k)) E = √(2 / k) * π := by
    rw [← (kernel_integral hE).2, ← intervalIntegral.integral_const_mul, abelTransform,
      intervalIntegral.integral_of_le hE.le, intervalIntegral.integral_of_le hE.le,
      integral_Ioc_eq_integral_Ioo, integral_Ioc_eq_integral_Ioo]
    refine setIntegral_congr_fun measurableSet_Ioo fun V hV => ?_
    have hV' := ((Real.hasDerivAt_sqrt hV.1.ne').const_mul (2 * √(2 / k))).deriv
    change deriv (fun V => 2 * √(2 * V / k)) V / √(E - V)
      = √(2 / k) * (1 / (√(V - 0) * √(E - V)))
    rw [hw, hV', sub_zero]
    ring
  have hs : √(2 * m) * √(2 / k) = 2 * √(m / k) := by
    rw [← Real.sqrt_mul (show 0 ≤ 2 * m by positivity),
      show 2 * m * (2 / k) = 2 ^ 2 * (m / k) by ring,
      Real.sqrt_mul (show (0 : ℝ) ≤ 2 ^ 2 by norm_num),
      Real.sqrt_sq (show (0 : ℝ) ≤ 2 by norm_num)]
  rw [orbitPeriod_eq hm, ht, ← mul_assoc, hs]
  ring

end

end AbelRKR
```

Here `deriv` computes $w'$ from the harmonic width, and `kernel_integral hE` supplies $\pi$ with the lower energy set to zero. The identity `hs` combines the constants into $2\sqrt{m/k}$.

```lean
#print axioms AbelRKR.abel_inversion
-- 'AbelRKR.abel_inversion' depends on axioms: [propext, Classical.choice, Quot.sound]
#print axioms AbelRKR.abelTransform_injective
-- 'AbelRKR.abelTransform_injective' depends on axioms: [propext, Classical.choice, Quot.sound]
#print axioms AbelRKR.rkr_width
-- 'AbelRKR.rkr_width' depends on axioms: [propext, Classical.choice, Quot.sound]
#print axioms AbelRKR.orbitPeriod_harmonic
-- 'AbelRKR.orbitPeriod_harmonic' depends on axioms: [propext, Classical.choice, Quot.sound]
```
